# The mass balance of four ternary phases, no three collinear, is either one-to-three or two-to-two

Take four phases of a ternary system whose compositions, plotted in the plane, have no three on a line. Then exactly one of two alternatives holds: one phase is a mixture of the other three with strictly positive fractions, or the phases split into two pairs whose open tie-lines cross.

## Which reactions mass balance allows

At a ternary eutectic, a liquid turns into three solids. In other four-phase reactions, a liquid and a solid turn into two other solids. The compositions alone decide which type is possible. They do not decide whether the reaction runs, or in which direction: that takes the free energies, which do not enter here.

For a convex hull built from computed energies, the result tells which type of reaction energy compares four given compounds, provided that their compositions are fixed and no three are collinear.

## Compositions, reactions and tie-lines in Lean

A composition is a point of `ℝ × ℝ`, the mole fractions of two components; the third is one minus their sum. Nothing restricts the fractions to lie between 0 and 1, so the theorems hold for any points of the plane.

- `area` is *twice* the signed area of a triangle. `NoThreeCollinear` says that it is nonzero for all four triangles.
- `Balanced` says that signed coefficients $w,x,y,z$ of the phases $a,b,c,d$ conserve the total amount and both independent components. They count moles of components, not formula units.
- `Decomposes a b c d` says that $a$ is a mixture of $b,c,d$ with strictly positive fractions. For a nondegenerate triangle this describes the interior. Despite the name, it claims no instability.
- `Crosses a b c d` says that the open segments $ab$ and $cd$ share a point.

`OneToThree` lets any of the four phases be the mixture, and `TwoToTwo` allows any of the three pairings. `four_phase_alternative` states that one of these two holds and that they do not hold together. It does not state that the phase or the pairing is unique.

## Triangle areas as reaction coefficients

Write $S_a$ for `area b c d`, $S_b$ for `area a c d`, $S_c$ for `area a b d` and $S_d$ for `area a b c`. The claim is that $(S_a,-S_b,S_c,-S_d)$ is balanced.

Measure compositions from $d$, with $a'=a-d$ and so on, and put $[u,v]=u_1v_2-u_2v_1$. Then
$$S_a=[b',c'],\quad S_b=[a',c'],\quad S_c=[a',b'],$$
$$S_d=[b'-a',c'-a']=[b',c']-[a',c']+[a',b'].$$
Hence $S_a-S_b+S_c-S_d=0$. Expanding in components also gives
$$[b',c']\,a'-[a',c']\,b'+[a',b']\,c'=0.$$
Since the coefficients sum to zero, the shift of origin does not matter.

Conversely, let $(w,x,y,z)$ be any balanced reaction. The area of a triangle is an affine function of one corner $r$, and a balanced reaction annihilates every affine function. Applied to the triangle $r,c,d$, where the terms $r=c$ and $r=d$ vanish, this gives $wS_b+xS_a=0$. The triangles $r,b,d$ and $r,b,c$ give the other two relations:
$$xS_a=-wS_b,\qquad yS_a=wS_c,\qquad zS_a=-wS_d.$$

## From signs to reactions

**At least one alternative holds.** The coefficients $(S_a,-S_b,S_c,-S_d)$ are nonzero and sum to zero, so their signs are split one against three or two against two. Call them $w,x,y,z$.

If $w$ is opposed to the rest, then
$$a=-\tfrac{x}{w}\,b-\tfrac{y}{w}\,c-\tfrac{z}{w}\,d,$$
with positive fractions that sum to 1. If $w,x>0>y,z$, then $w+x=-y-z$ and
$$\frac{wa+xb}{w+x}=\frac{(-y)c+(-z)d}{w+x}$$
lies on both open tie-lines. The other cases differ by relabelling and an overall sign.

**Both cannot hold.** For any balanced reaction, multiplying the three relations and $wS_a$ gives
$$w^4\,S_aS_bS_cS_d=S_a^4\,wxyz .$$
A decomposition supplies a reaction with $wxyz<0$, and a crossing supplies one with $wxyz>0$. The product of the areas would have to be both negative and positive.

This also gives the criterion `sign_test`: a negative product means one-to-three, a positive one two-to-two.

## Two reactions in numbers

Let the components be P, Q, R, with the fractions of P and Q as coordinates.

For PQR₂, R, P and Q, the points are $a=(\frac14,\frac14)$, $b=(0,0)$, $c=(1,0)$, $d=(0,1)$. Then $S_a=1$, $S_b=\frac12$, $S_c=-\frac14$, $S_d=\frac14$, with product $-\frac1{32}$. The coefficients $(1,-\frac12,-\frac14,-\frac14)$ say $a=\frac12b+\frac14c+\frac14d$, that is, PQR₂ → 2R + P + Q.

For PQ, R, PR and QR, the points are $(\frac12,\frac12)$, $(0,0)$, $(\frac12,0)$, $(0,\frac12)$. The coefficients are $(\frac14,\frac14,-\frac14,-\frac14)$ and the product is $\frac1{256}$. In formula units, PQ + 2R → PR + QR.

## A phase on a tie-line

One collinear triple is enough to lose both alternatives. Put $a=(0,1)$, $b=(0,0)$, $c=(1,0)$ and $d=(\frac12,0)$. Phase $d$ is a mixture of $b$ and $c$ alone, so $a$ would enter with fraction zero. No phase is a strictly positive mixture of the other three, and no two open tie-lines from disjoint pairs meet.

## The complete file

```lean
import Mathlib

namespace TernaryFourPhase

/-- Twice the signed area of the triangle with corners `a`, `b`, `c` in the composition plane. -/
def area (a b c : ℝ × ℝ) : ℝ :=
  (b.1 - a.1) * (c.2 - a.2) - (b.2 - a.2) * (c.1 - a.1)

/-- No three of the four compositions lie on a line: all four triangles have nonzero area. -/
def NoThreeCollinear (a b c d : ℝ × ℝ) : Prop :=
  area b c d ≠ 0 ∧ area a c d ≠ 0 ∧ area a b d ≠ 0 ∧ area a b c ≠ 0

/-- The signed coefficients `w, x, y, z` of the phases `a, b, c, d` conserve the total amount
and the amounts of the two independent components. -/
def Balanced (a b c d : ℝ × ℝ) (w x y z : ℝ) : Prop :=
  w + x + y + z = 0 ∧
  w * a.1 + x * b.1 + y * c.1 + z * d.1 = 0 ∧
  w * a.2 + x * b.2 + y * c.2 + z * d.2 = 0

/-- Phase `a` decomposes into `b`, `c` and `d`: its composition is a mixture of theirs with
three strictly positive fractions. -/
def Decomposes (a b c d : ℝ × ℝ) : Prop :=
  ∃ u v w : ℝ, 0 < u ∧ 0 < v ∧ 0 < w ∧ u + v + w = 1 ∧ a = u • b + v • c + w • d

/-- The open tie-lines `a`–`b` and `c`–`d` have a common point. -/
def Crosses (a b c d : ℝ × ℝ) : Prop :=
  (openSegment ℝ a b ∩ openSegment ℝ c d).Nonempty

/-- One of the four phases decomposes into the other three. -/
def OneToThree (a b c d : ℝ × ℝ) : Prop :=
  Decomposes a b c d ∨ Decomposes b a c d ∨ Decomposes c a b d ∨ Decomposes d a b c

/-- The four phases split into two pairs whose open tie-lines cross. -/
def TwoToTwo (a b c d : ℝ × ℝ) : Prop :=
  Crosses a b c d ∨ Crosses a c b d ∨ Crosses a d b c

/-- The product of the four values of `area` (twice the signed area) for the triangles formed by the
phases. -/
def areaProduct (a b c d : ℝ × ℝ) : ℝ :=
  area b c d * area a c d * area a b d * area a b c

variable {a b c d : ℝ × ℝ} {w x y z : ℝ}

/-- The signed triangle areas, taken with alternating signs, are the coefficients of a balanced
reaction among any four phases. -/
theorem balanced_area (a b c d : ℝ × ℝ) :
    Balanced a b c d (area b c d) (-area a c d) (area a b d) (-area a b c) := by
  refine ⟨?_, ?_, ?_⟩ <;> simp only [area] <;> ring

/-- In a balanced reaction, `area b c d` times each of the coefficients `x`, `y`, `z` equals `w`
times `area a c d`, `area a b d`, `area a b c` respectively, with the signs `-`, `+`, `-`. -/
theorem Balanced.proportional (h : Balanced a b c d w x y z) :
    x * area b c d = -(w * area a c d) ∧ y * area b c d = w * area a b d ∧
      z * area b c d = -(w * area a b c) := by
  obtain ⟨h0, h1, h2⟩ := h
  simp only [area]
  -- the area is affine in one corner and vanishes when two corners coincide
  refine ⟨?_, ?_, ?_⟩
  · linear_combination (c.1 * d.2 - c.2 * d.1) * h0 + (c.2 - d.2) * h1 + (d.1 - c.1) * h2
  · linear_combination -(b.1 * d.2 - b.2 * d.1) * h0 - (b.2 - d.2) * h1 - (d.1 - b.1) * h2
  · linear_combination (b.1 * c.2 - b.2 * c.1) * h0 + (b.2 - c.2) * h1 + (c.1 - b.1) * h2

/-- If `b`, `c`, `d` are not collinear and `a` takes part in a balanced reaction, a negative
(positive) product of the coefficients forces a negative (positive) product of the areas. -/
theorem Balanced.sign (h : Balanced a b c d w x y z) (hw : w ≠ 0) (hA : area b c d ≠ 0) :
    (w * x * y * z < 0 → areaProduct a b c d < 0) ∧
      (0 < w * x * y * z → 0 < areaProduct a b c d) := by
  obtain ⟨e1, e2, e3⟩ := h.proportional
  have key : w ^ 4 * areaProduct a b c d = area b c d ^ 4 * (w * x * y * z) := by
    unfold areaProduct
    calc w ^ 4 * (area b c d * area a c d * area a b d * area a b c)
        = w * area b c d * (-(w * area a c d)) * (w * area a b d) * (-(w * area a b c)) := by
          ring
      _ = w * area b c d * (x * area b c d) * (y * area b c d) * (z * area b c d) := by
          rw [e1, e2, e3]
      _ = area b c d ^ 4 * (w * x * y * z) := by ring
  have hw4 : 0 < w ^ 4 := by positivity
  have hA4 : 0 < area b c d ^ 4 := by positivity
  constructor
  · intro hn
    by_contra hc
    have h1 := mul_nonneg hw4.le (not_lt.mp hc)
    have h2 := mul_neg_of_pos_of_neg hA4 hn
    linarith
  · intro hp
    by_contra hc
    have h1 := mul_nonneg hw4.le (neg_nonneg.mpr (not_lt.mp hc))
    have h2 := mul_pos hA4 hp
    linarith

/-- If the coefficient of `a` in a balanced reaction is nonzero and opposite in sign to the
other three, then `a` decomposes into `b`, `c` and `d`. -/
theorem Balanced.decomposes (h : Balanced a b c d w x y z) (hw : w ≠ 0)
    (hx : x * w < 0) (hy : y * w < 0) (hz : z * w < 0) : Decomposes a b c d := by
  obtain ⟨h0, h1, h2⟩ := h
  obtain ⟨k, hk0, hk⟩ : ∃ k : ℝ, k ≠ 0 ∧ k * w = 1 :=
    ⟨w⁻¹, inv_ne_zero hw, inv_mul_cancel₀ hw⟩
  have pos : ∀ t : ℝ, t * w < 0 → 0 < -t * k := by
    intro t ht
    have e : -t * k = -(t * w) * (k * k) := by linear_combination (t * k) * hk
    rw [e]
    exact mul_pos (neg_pos.mpr ht) (mul_self_pos.mpr hk0)
  refine ⟨-x * k, -y * k, -z * k, pos x hx, pos y hy, pos z hz, ?_, Prod.ext ?_ ?_⟩
  · linear_combination -k * h0 + hk
  · simp only [Prod.fst_add, Prod.smul_fst, smul_eq_mul]
    linear_combination k * h1 - a.1 * hk
  · simp only [Prod.snd_add, Prod.smul_snd, smul_eq_mul]
    linear_combination k * h2 - a.2 * hk

/-- If `a` and `b` have positive and `c` and `d` negative coefficients in a balanced reaction,
then the open tie-lines `a`–`b` and `c`–`d` cross. -/
theorem Balanced.crosses (h : Balanced a b c d w x y z) (hw : 0 < w) (hx : 0 < x)
    (hy : y < 0) (hz : z < 0) : Crosses a b c d := by
  obtain ⟨h0, h1, h2⟩ := h
  obtain ⟨k, hk0, hk⟩ : ∃ k : ℝ, 0 < k ∧ k * (w + x) = 1 :=
    ⟨(w + x)⁻¹, by positivity, inv_mul_cancel₀ (by positivity)⟩
  refine ⟨(w * k) • a + (x * k) • b,
    ⟨w * k, x * k, mul_pos hw hk0, mul_pos hx hk0, by linear_combination hk, rfl⟩,
    ⟨-y * k, -z * k, mul_pos (neg_pos.mpr hy) hk0, mul_pos (neg_pos.mpr hz) hk0,
      by linear_combination -k * h0 + hk, Prod.ext ?_ ?_⟩⟩
  · simp only [Prod.fst_add, Prod.smul_fst, smul_eq_mul]
    linear_combination -k * h1
  · simp only [Prod.snd_add, Prod.smul_snd, smul_eq_mul]
    linear_combination -k * h2

lemma Decomposes.balanced (h : Decomposes a b c d) :
    ∃ u v w : ℝ, 0 < u ∧ 0 < v ∧ 0 < w ∧ Balanced a b c d (-1) u v w := by
  obtain ⟨u, v, w, hu, hv, hw, hs, e⟩ := h
  have e1 := congrArg Prod.fst e
  have e2 := congrArg Prod.snd e
  simp only [Prod.fst_add, Prod.smul_fst, smul_eq_mul] at e1
  simp only [Prod.snd_add, Prod.smul_snd, smul_eq_mul] at e2
  exact ⟨u, v, w, hu, hv, hw, by linarith, by linarith, by linarith⟩

lemma Crosses.balanced (h : Crosses a b c d) :
    ∃ s t u v : ℝ, 0 < s ∧ 0 < t ∧ 0 < u ∧ 0 < v ∧ Balanced a b c d s t (-u) (-v) := by
  obtain ⟨p, ⟨s, t, hs, ht, hst, e⟩, ⟨u, v, hu, hv, huv, f⟩⟩ := h
  have e1 := congrArg Prod.fst (e.trans f.symm)
  have e2 := congrArg Prod.snd (e.trans f.symm)
  simp only [Prod.fst_add, Prod.smul_fst, smul_eq_mul] at e1
  simp only [Prod.snd_add, Prod.smul_snd, smul_eq_mul] at e2
  exact ⟨s, t, u, v, hs, ht, hu, hv, by linarith, by linarith, by linarith⟩

lemma OneToThree.neg (h : OneToThree a b c d) (hA : area b c d ≠ 0) :
    areaProduct a b c d < 0 := by
  rcases h with h | h | h | h <;>
    obtain ⟨u, v, w, hu, hv, hw, h0, h1, h2⟩ := h.balanced <;>
    have hp := mul_pos (mul_pos hu hv) hw
  · have hb : Balanced a b c d (-1) u v w := ⟨h0, h1, h2⟩
    exact (hb.sign (by norm_num) hA).1 (by linarith)
  · have hb : Balanced a b c d u (-1) v w := ⟨by linarith, by linarith, by linarith⟩
    exact (hb.sign hu.ne' hA).1 (by linarith)
  · have hb : Balanced a b c d u v (-1) w := ⟨by linarith, by linarith, by linarith⟩
    exact (hb.sign hu.ne' hA).1 (by linarith)
  · have hb : Balanced a b c d u v w (-1) := ⟨by linarith, by linarith, by linarith⟩
    exact (hb.sign hu.ne' hA).1 (by linarith)

lemma TwoToTwo.pos (h : TwoToTwo a b c d) (hA : area b c d ≠ 0) :
    0 < areaProduct a b c d := by
  rcases h with h | h | h <;>
    obtain ⟨s, t, u, v, hs, ht, hu, hv, h0, h1, h2⟩ := h.balanced <;>
    have hp := mul_pos (mul_pos (mul_pos hs ht) hu) hv
  · have hb : Balanced a b c d s t (-u) (-v) := ⟨h0, h1, h2⟩
    exact (hb.sign hs.ne' hA).2 (by linarith)
  · have hb : Balanced a b c d s (-u) t (-v) := ⟨by linarith, by linarith, by linarith⟩
    exact (hb.sign hs.ne' hA).2 (by linarith)
  · have hb : Balanced a b c d s (-u) (-v) t := ⟨by linarith, by linarith, by linarith⟩
    exact (hb.sign hs.ne' hA).2 (by linarith)

lemma exists_reaction (h : NoThreeCollinear a b c d) :
    OneToThree a b c d ∨ TwoToTwo a b c d := by
  -- sort by the signs of the coefficients, the first one being positive
  have key : ∀ w x y z : ℝ, 0 < w → x ≠ 0 → y ≠ 0 → z ≠ 0 → Balanced a b c d w x y z →
      OneToThree a b c d ∨ TwoToTwo a b c d := by
    intro w x y z hw hx hy hz hb
    obtain ⟨h0, h1, h2⟩ := hb
    rcases lt_or_gt_of_ne hx with hx | hx <;> rcases lt_or_gt_of_ne hy with hy | hy <;>
      rcases lt_or_gt_of_ne hz with hz | hz
    · have hb : Balanced a b c d w x y z := ⟨h0, h1, h2⟩
      exact Or.inl (Or.inl (hb.decomposes hw.ne' (mul_neg_of_neg_of_pos hx hw)
        (mul_neg_of_neg_of_pos hy hw) (mul_neg_of_neg_of_pos hz hw)))
    · have hb : Balanced a d b c w z x y := ⟨by linarith, by linarith, by linarith⟩
      exact Or.inr (Or.inr (Or.inr (hb.crosses hw hz hx hy)))
    · have hb : Balanced a c b d w y x z := ⟨by linarith, by linarith, by linarith⟩
      exact Or.inr (Or.inr (Or.inl (hb.crosses hw hy hx hz)))
    · have hb : Balanced b a c d x w y z := ⟨by linarith, by linarith, by linarith⟩
      exact Or.inl (Or.inr (Or.inl (hb.decomposes hx.ne (mul_neg_of_pos_of_neg hw hx)
        (mul_neg_of_pos_of_neg hy hx) (mul_neg_of_pos_of_neg hz hx))))
    · have hb : Balanced a b c d w x y z := ⟨h0, h1, h2⟩
      exact Or.inr (Or.inl (hb.crosses hw hx hy hz))
    · have hb : Balanced c a b d y w x z := ⟨by linarith, by linarith, by linarith⟩
      exact Or.inl (Or.inr (Or.inr (Or.inl (hb.decomposes hy.ne (mul_neg_of_pos_of_neg hw hy)
        (mul_neg_of_pos_of_neg hx hy) (mul_neg_of_pos_of_neg hz hy)))))
    · have hb : Balanced d a b c z w x y := ⟨by linarith, by linarith, by linarith⟩
      exact Or.inl (Or.inr (Or.inr (Or.inr (hb.decomposes hz.ne (mul_neg_of_pos_of_neg hw hz)
        (mul_neg_of_pos_of_neg hx hz) (mul_neg_of_pos_of_neg hy hz)))))
    · linarith
  obtain ⟨hA, hB, hC, hD⟩ := h
  have hb := balanced_area a b c d
  rcases lt_or_gt_of_ne hA with hneg | hpos
  · -- reverse the reaction
    obtain ⟨h0, h1, h2⟩ := hb
    exact key (-area b c d) (area a c d) (-area a b d) (area a b c) (neg_pos.mpr hneg) hB
      (neg_ne_zero.mpr hC) hD ⟨by linarith, by linarith, by linarith⟩
  · exact key _ _ _ _ hpos (neg_ne_zero.mpr hB) hC (neg_ne_zero.mpr hD) hb

/-- For four phases of which no three are collinear, exactly one alternative holds: one phase
decomposes into the other three, or two pairs of phases have crossing open tie-lines. -/
theorem four_phase_alternative (h : NoThreeCollinear a b c d) :
    (OneToThree a b c d ∨ TwoToTwo a b c d) ∧ ¬(OneToThree a b c d ∧ TwoToTwo a b c d) :=
  ⟨exists_reaction h, fun ⟨h1, h2⟩ => lt_asymm (h1.neg h.1) (h2.pos h.1)⟩

/-- Sign test for four phases of which no three are collinear: the product of the four signed
areas is negative exactly for one-to-three and positive exactly for two-to-two. -/
theorem sign_test (h : NoThreeCollinear a b c d) :
    (OneToThree a b c d ↔ areaProduct a b c d < 0) ∧
      (TwoToTwo a b c d ↔ 0 < areaProduct a b c d) := by
  refine ⟨⟨fun h1 => h1.neg h.1, fun hn => ?_⟩, ⟨fun h2 => h2.pos h.1, fun hp => ?_⟩⟩
  · exact (exists_reaction h).resolve_right fun h2 => lt_asymm hn (h2.pos h.1)
  · exact (exists_reaction h).resolve_left fun h1 => lt_asymm hp (h1.neg h.1)

/-- With three phases at `(0,0)`, `(1,0)`, `(0,1)`, a fourth at `(1/4,1/4)` gives a one-to-three
reaction and a fourth at `(1,1)` a two-to-two reaction, in both cases with no three collinear. -/
theorem four_phase_witness :
    (NoThreeCollinear (1/4, 1/4) (0, 0) (1, 0) (0, 1) ∧
      OneToThree (1/4, 1/4) (0, 0) (1, 0) (0, 1)) ∧
    (NoThreeCollinear (1, 1) (0, 0) (1, 0) (0, 1) ∧
      TwoToTwo (1, 1) (0, 0) (1, 0) (0, 1)) := by
  have h1 : NoThreeCollinear (1/4, 1/4) (0, 0) (1, 0) (0, 1) := by
    norm_num [NoThreeCollinear, area]
  have h2 : NoThreeCollinear (1, 1) (0, 0) (1, 0) (0, 1) := by
    norm_num [NoThreeCollinear, area]
  exact ⟨⟨h1, (sign_test h1).1.2 (by norm_num [areaProduct, area])⟩,
    ⟨h2, (sign_test h2).2.2 (by norm_num [areaProduct, area])⟩⟩

end TernaryFourPhase
```

```lean
#print axioms TernaryFourPhase.four_phase_alternative
-- 'TernaryFourPhase.four_phase_alternative' depends on axioms: [propext, Classical.choice, Quot.sound]
```

## Eight sign patterns and one product

`balanced_area` checks the area reaction by expansion. In `Balanced.proportional`, the multipliers given to `linear_combination` are the coefficients of the affine area functions. `Balanced.sign` proves the fourth-power identity as `key` and compares signs.

`Balanced.decomposes` and `Balanced.crosses` carry out the two divisions, with `k` standing for $1/w$ and $1/(w+x)$. `Decomposes.balanced` and `Crosses.balanced` go back from the geometry to a reaction.

`exists_reaction` supplies the first half of the theorem. With $w>0$ there are eight sign patterns for the rest: four give decompositions, three give crossings, and the all-positive one contradicts the zero sum. If $S_a<0$, the reaction is reversed first.

`OneToThree.neg` and `TwoToTwo.pos` reorder the coefficients and apply `Balanced.sign`. They need only $S_a\neq0$. `four_phase_alternative` and `sign_test` combine these lemmas with `exists_reaction`.

`four_phase_witness` applies the sign test to an example of each type. Its two-to-two example uses the point $(1,1)$, which is not a physical composition; halving all its coordinates gives the PQ example above.
